# Every ground state of the classical antiferromagnetic triangle with equal isotropic couplings is noncollinear

Take three classical spins, described by unit vectors a, b, c, with the same antiferromagnetic coupling J > 0 on each bond of a triangle. If a and b are antiparallel, c cannot be antiparallel to both. In units of J the energy is

E = a·b + b·c + c·a,

and expanding the square of the total spin gives

|a + b + c|² = 3 + 2E, so E = (|a + b + c|² − 3)/2.

Hence E ≥ −3/2, with equality exactly when a + b + c = 0. If the spins are collinear, each is ±a, so their sum is 3a, a or −a. Its squared length is at least 1, and E ≥ −1. Up-up-down reaches −1. Three spins at 120° sum to zero and reach −3/2.

## From three spins to N

Let S_i be N unit spins, i = 0, …, N−1, with every pair coupled equally, and let M = Σ_i S_i. Counting each pair once,

E = ½ Σ_i Σ_{j≠i} S_i·S_j.

The inner sum is S_i·M − S_i·S_i = S_i·M − 1. Summing over i gives

E = (|M|² − N)/2 ≥ −N/2,

with equality exactly when M = 0.

Now let N be odd and all spins collinear, S_i = s_i e. Unit length gives s_i²|e|² = 1 for every i, so s_i = ±s_0 and S_i = ±S_0. If q spins are antiparallel to S_0, then

M = (N − 2q) S_0.

The integer N − 2q is odd, so |M|² ≥ 1 and E ≥ −(N − 1)/2.

A common orthogonal matrix R, with RᵀR = 1, preserves every scalar product:

(Rv)·(Rw) = v·(RᵀRw) = v·w.

It therefore preserves both the spin lengths and E, and takes ground states to ground states. For the triangle, the 120° state shows that the minimum is −3/2. Every ground state thus has M = 0, and none is collinear, since collinear states have E ≥ −1.

Spin-orbit coupling would tie spin directions to the lattice. The energy of the triangle has no preferred direction in spin space, yet all its minimisers are noncollinear. For this classical three-spin model, a calculation restricted to collinear spins misses the minimum by J/2, even without spin-orbit coupling.

## Spins, energy and ground states in Lean

```lean
import Mathlib

open Matrix

namespace NoncollinearExchange

noncomputable section
```

A configuration assigns three real components to each site; unit length is a separate condition, stated through the scalar product `⬝ᵥ`.

```lean
/-- A configuration of `N` classical spin vectors in three-dimensional spin space. -/
abbrev Spins (N : ℕ) := Fin N → Fin 3 → ℝ

/-- Every spin has unit length. -/
def UnitSpins {N : ℕ} (S : Spins N) : Prop := ∀ i, S i ⬝ᵥ S i = 1

/-- The total spin of the configuration. -/
def total {N : ℕ} (S : Spins N) : Fin 3 → ℝ := ∑ i, S i
```

The energy is in units of J. Equal coupling of all pairs describes a symmetric triangle or tetrahedron, but not a larger lattice with only nearest-neighbour bonds. Quantum fluctuations and changes in moment length are left out.

```lean
/-- Isotropic antiferromagnetic exchange energy, in units of the coupling, with every pair
of spins coupled equally; the factor one half makes each pair count once. -/
def exchange {N : ℕ} (S : Spins N) : ℝ :=
  (1 / 2) * ∑ i, ∑ j ∈ Finset.univ.erase i, S i ⬝ᵥ S j
```

Collinearity allows both parallel and antiparallel spins. A ground state is a minimiser over all unit-spin configurations, collinear or not.

```lean
/-- All spins lie along one common axis. -/
def IsCollinear {N : ℕ} (S : Spins N) : Prop :=
  ∃ e : Fin 3 → ℝ, ∀ i, ∃ s : ℝ, S i = s • e

/-- A ground state minimises the exchange energy among all configurations of unit spins. -/
def IsGround {N : ℕ} (S : Spins N) : Prop :=
  UnitSpins S ∧ ∀ T : Spins N, UnitSpins T → exchange S ≤ exchange T
```

## The energy as a function of total spin

The first lemma distributes a scalar product over M. In the theorem after it, `h` is the inner sum S_i·M − 1, and `hM` sums S_i·M to |M|².

```lean
/-- The scalar product of a vector with the total spin is the sum of its scalar products with the
single spins. -/
lemma dot_total {N : ℕ} (S : Spins N) (v : Fin 3 → ℝ) :
    v ⬝ᵥ total S = ∑ j, v ⬝ᵥ S j := by
  simp only [total, dotProduct, Fin.sum_univ_three, Finset.sum_apply, Finset.mul_sum,
    Finset.sum_add_distrib]

/-- The exchange energy of `N` unit spins is `(|M|² - N) / 2`, where `M` is the total spin. -/
theorem exchange_eq_total {N : ℕ} (S : Spins N) (hS : UnitSpins S) :
    exchange S = (total S ⬝ᵥ total S - N) / 2 := by
  -- the scalar products of spin `i` with all other spins add up to `S i ⬝ᵥ total S - 1`
  have h : ∀ i, ∑ j ∈ Finset.univ.erase i, S i ⬝ᵥ S j = S i ⬝ᵥ total S - 1 := by
    intro i
    have h1 : S i ⬝ᵥ S i + ∑ j ∈ Finset.univ.erase i, S i ⬝ᵥ S j = ∑ j, S i ⬝ᵥ S j :=
      Finset.add_sum_erase _ (fun j => S i ⬝ᵥ S j) (Finset.mem_univ i)
    have h2 := dot_total S (S i)
    have h3 := hS i
    linarith
  have hM : ∑ i, S i ⬝ᵥ total S = total S ⬝ᵥ total S := by
    rw [dot_total S (total S)]
    exact Finset.sum_congr rfl (fun i _ => dotProduct_comm _ _)
  unfold exchange
  rw [Finset.sum_congr rfl (fun i _ => h i), Finset.sum_sub_distrib, hM]
  simp only [Finset.sum_const, Finset.card_univ, Fintype.card_fin, nsmul_eq_mul, mul_one]
  ring
```

The bound follows from |M|² ≥ 0, and the equality condition from the fact that only the zero vector has zero length.

```lean
/-- The exchange energy of `N` unit spins is at least `-N/2`, with equality exactly when
the total spin vanishes. -/
theorem exchange_bound {N : ℕ} (S : Spins N) (hS : UnitSpins S) :
    -(N : ℝ) / 2 ≤ exchange S ∧ (exchange S = -(N : ℝ) / 2 ↔ total S = 0) := by
  have h := exchange_eq_total S hS
  have h0 : 0 ≤ total S ⬝ᵥ total S := Finset.sum_nonneg fun i _ => mul_self_nonneg _
  refine ⟨by linarith, fun he => ?_, fun ht => ?_⟩
  · exact dotProduct_self_eq_zero.mp (by linarith)
  · have h1 : total S ⬝ᵥ total S = 0 := dotProduct_self_eq_zero.mpr ht
    linarith
```

## The parity of collinear spins

Here `hpm` says that each spin is plus or minus the reference spin `S i₀`, which is S_0. The step `hsum` builds up the total by induction over sets of spins: adding a parallel spin keeps the integer `k`, and adding an antiparallel one lowers it by one. For the full set this is M = (N + 2k) S_0, with k = −q in the derivation above. Since N is odd, `omega` places N + 2k at or below −1 or at or above 1, which gives `hz`.

```lean
/-- An odd number `N` of collinear unit spins has exchange energy at least `-(N-1)/2`. -/
theorem collinear_bound {N : ℕ} (hN : Odd N) (S : Spins N) (hS : UnitSpins S)
    (hc : IsCollinear S) : -((N : ℝ) - 1) / 2 ≤ exchange S := by
  obtain ⟨m, hm⟩ := hN
  obtain ⟨e, he⟩ := hc
  choose s hs using he
  let i₀ : Fin N := ⟨0, by omega⟩
  have hq : ∀ i, s i * s i * (e ⬝ᵥ e) = 1 := by
    intro i
    have h := hS i
    rw [hs i, smul_dotProduct, dotProduct_smul, smul_eq_mul, smul_eq_mul] at h
    linarith
  have hne : e ⬝ᵥ e ≠ 0 := by
    intro h
    have h1 := hq i₀
    rw [h, mul_zero] at h1
    exact zero_ne_one h1
  -- each spin is parallel or antiparallel to the reference spin
  have hpm : ∀ i, S i = S i₀ ∨ S i = -S i₀ := by
    intro i
    have h : s i * s i = s i₀ * s i₀ :=
      mul_right_cancel₀ hne ((hq i).trans (hq i₀).symm)
    rcases mul_self_eq_mul_self_iff.mp h with h | h
    · left; rw [hs i, hs i₀, h]
    · right; rw [hs i, hs i₀, h, neg_smul]
  -- the sum over a set of spins is `S i₀` times an integer with the parity of the set's size
  have hsum : ∀ t : Finset (Fin N), ∃ k : ℤ,
      ∑ i ∈ t, S i = ((t.card : ℝ) + 2 * (k : ℝ)) • S i₀ := by
    intro t
    induction t using Finset.induction_on with
    | empty => exact ⟨0, by simp⟩
    | insert a t ha ih =>
      obtain ⟨k, hk⟩ := ih
      rcases hpm a with h | h
      · refine ⟨k, ?_⟩
        rw [Finset.sum_insert ha, hk, h, Finset.card_insert_of_notMem ha]
        push_cast
        module
      · refine ⟨k - 1, ?_⟩
        rw [Finset.sum_insert ha, hk, h, Finset.card_insert_of_notMem ha]
        push_cast
        module
  obtain ⟨k, hk⟩ := hsum Finset.univ
  rw [Finset.card_univ, Fintype.card_fin] at hk
  have hM : total S ⬝ᵥ total S = ((N : ℝ) + 2 * (k : ℝ)) ^ 2 := by
    unfold total
    rw [hk, smul_dotProduct, dotProduct_smul, hS i₀, smul_eq_mul, smul_eq_mul]
    ring
  have hz : (1 : ℤ) ≤ ((N : ℤ) + 2 * k) ^ 2 := by
    have h : (N : ℤ) + 2 * k ≤ -1 ∨ 1 ≤ (N : ℤ) + 2 * k := by omega
    rcases h with h | h <;> nlinarith
  have hr : (1 : ℝ) ≤ ((N : ℝ) + 2 * (k : ℝ)) ^ 2 := by exact_mod_cast hz
  rw [exchange_eq_total S hS, hM]
  linarith
```

## The triangle and its two reference states

Writing out the double sum gives the three bonds, and the general bounds become those for a, b and c.

```lean
/-- For three spins the exchange energy is the sum over the three bonds of the triangle. -/
lemma exchange_three (S : Spins 3) :
    exchange S = S 0 ⬝ᵥ S 1 + S 1 ⬝ᵥ S 2 + S 2 ⬝ᵥ S 0 := by
  have e0 : Finset.univ.erase (0 : Fin 3) = {1, 2} := by decide
  have e1 : Finset.univ.erase (1 : Fin 3) = {0, 2} := by decide
  have e2 : Finset.univ.erase (2 : Fin 3) = {0, 1} := by decide
  unfold exchange
  rw [Fin.sum_univ_three, e0, e1, e2, Finset.sum_pair (show (1 : Fin 3) ≠ 2 by decide),
    Finset.sum_pair (show (0 : Fin 3) ≠ 2 by decide),
    Finset.sum_pair (show (0 : Fin 3) ≠ 1 by decide),
    dotProduct_comm (S 1) (S 0), dotProduct_comm (S 2) (S 1), dotProduct_comm (S 0) (S 2)]
  ring

/-- Three unit spins have exchange energy at least `-3/2`, with equality exactly when they
sum to zero; if they are collinear the energy is at least `-1`. -/
theorem triangle_bound (a b c : Fin 3 → ℝ) (ha : a ⬝ᵥ a = 1) (hb : b ⬝ᵥ b = 1)
    (hc : c ⬝ᵥ c = 1) :
    -3 / 2 ≤ a ⬝ᵥ b + b ⬝ᵥ c + c ⬝ᵥ a ∧
    (a ⬝ᵥ b + b ⬝ᵥ c + c ⬝ᵥ a = -3 / 2 ↔ a + b + c = 0) ∧
    (IsCollinear ![a, b, c] → -1 ≤ a ⬝ᵥ b + b ⬝ᵥ c + c ⬝ᵥ a) := by
  have hS : UnitSpins ![a, b, c] := by
    intro i
    fin_cases i
    · exact ha
    · exact hb
    · exact hc
  have e : exchange ![a, b, c] = a ⬝ᵥ b + b ⬝ᵥ c + c ⬝ᵥ a := exchange_three _
  have t : total ![a, b, c] = a + b + c := by simp [total, Fin.sum_univ_three]
  have h3 : ((3 : ℕ) : ℝ) = 3 := by norm_num
  have h := exchange_bound _ hS
  rw [e, t, h3] at h
  refine ⟨h.1, h.2, fun hcol => ?_⟩
  have h' := collinear_bound (by decide) _ hS hcol
  rw [e, h3] at h'
  linarith
```

The up-up-down state shows that the collinear bound is reached.

```lean
/-- The up-up-down configuration of three spins. -/
def upUpDown : Spins 3 := ![![0, 0, 1], ![0, 0, 1], ![0, 0, -1]]

/-- The up-up-down configuration consists of collinear unit spins and has energy `-1`. -/
theorem upUpDown_energy :
    UnitSpins upUpDown ∧ IsCollinear upUpDown ∧ exchange upUpDown = -1 := by
  refine ⟨?_, ⟨![0, 0, 1], fun i => ⟨(![1, 1, -1] : Fin 3 → ℝ) i, ?_⟩⟩, ?_⟩
  · intro i
    fin_cases i <;> simp [upUpDown, dotProduct, Fin.sum_univ_three]
  · fin_cases i <;> simp [upUpDown]
  · rw [exchange_three]
    simp [upUpDown, dotProduct, Fin.sum_univ_three]
```

## Common rotations and the ground states

The condition `Rᵀ * R = 1` admits reflections as well as proper rotations. Invariance of the energy holds for spins of any length.

```lean
/-- A common orthogonal transformation of all spins leaves the exchange energy unchanged. -/
theorem exchange_rotate {N : ℕ} (R : Matrix (Fin 3) (Fin 3) ℝ) (hR : Rᵀ * R = 1)
    (S : Spins N) : exchange (fun i => R *ᵥ S i) = exchange S := by
  have h : ∀ v w : Fin 3 → ℝ, (R *ᵥ v) ⬝ᵥ (R *ᵥ w) = v ⬝ᵥ w := by
    intro v w
    rw [Matrix.dotProduct_mulVec, ← Matrix.mulVec_transpose, Matrix.mulVec_mulVec, hR,
      Matrix.one_mulVec]
  simp only [exchange, h]
```

The 120° state is given by explicit components, whose lengths and sum are checked directly.

```lean
/-- Three coplanar spins at mutual angles of 120 degrees. -/
def neel120 : Spins 3 :=
  ![![1, 0, 0], ![-1 / 2, √3 / 2, 0], ![-1 / 2, -(√3 / 2), 0]]

/-- The 120-degree configuration consists of unit spins with vanishing total spin. -/
theorem neel120_balanced : UnitSpins neel120 ∧ total neel120 = 0 := by
  have h : √3 * √3 = (3 : ℝ) := Real.mul_self_sqrt (by norm_num)
  constructor
  · intro i
    fin_cases i <;> simp [neel120, dotProduct, Fin.sum_univ_three] <;> nlinarith [h]
  · ext j
    fin_cases j <;> simp [total, neel120, Fin.sum_univ_three]
    ring
```

In the final theorem, comparison with `neel120` bounds the energy of a ground state from above by −3/2, and `exchange_bound` bounds it from below by the same value. This equality, `hE`, gives M = 0 and contradicts the collinear bound. The remaining goals show that the transformed spins have unit length and still minimise the energy.

```lean
/-- Every ground state of the isotropic exchange triangle has zero total spin and is
noncollinear, and any common orthogonal transformation of it is again a ground state. -/
theorem ground_state_noncollinear (S : Spins 3) (h : IsGround S) :
    total S = 0 ∧ ¬ IsCollinear S ∧
    ∀ R : Matrix (Fin 3) (Fin 3) ℝ, Rᵀ * R = 1 → IsGround (fun i => R *ᵥ S i) := by
  obtain ⟨hS, hmin⟩ := h
  have h3 : ((3 : ℕ) : ℝ) = 3 := by norm_num
  -- the 120-degree state shows that the lower bound is reached
  have hN := (exchange_bound neel120 neel120_balanced.1).2.mpr neel120_balanced.2
  have hle := hmin neel120 neel120_balanced.1
  have hb := exchange_bound S hS
  have hE : exchange S = -((3 : ℕ) : ℝ) / 2 := le_antisymm (hN ▸ hle) hb.1
  refine ⟨hb.2.mp hE, fun hcol => ?_, fun R hR => ⟨fun i => ?_, fun T hT => ?_⟩⟩
  · have hc := collinear_bound (by decide) S hS hcol
    rw [hE, h3] at hc
    norm_num at hc
  · change (R *ᵥ S i) ⬝ᵥ (R *ᵥ S i) = 1
    rw [Matrix.dotProduct_mulVec, ← Matrix.mulVec_transpose, Matrix.mulVec_mulVec, hR,
      Matrix.one_mulVec]
    exact hS i
  · rw [exchange_rotate R hR S]
    exact hmin T hT

end

end NoncollinearExchange
```

```lean
#print axioms NoncollinearExchange.triangle_bound
#print axioms NoncollinearExchange.upUpDown_energy
#print axioms NoncollinearExchange.ground_state_noncollinear
```

```
'NoncollinearExchange.triangle_bound' depends on axioms: [propext, Classical.choice, Quot.sound]
'NoncollinearExchange.upUpDown_energy' depends on axioms: [propext, Classical.choice, Quot.sound]
'NoncollinearExchange.ground_state_noncollinear' depends on axioms: [propext, Classical.choice, Quot.sound]
```
